# $P_l(\cos(x/l))$ tends to $J_0(x)$ as $l\to\infty$ at fixed real $x$

## A coefficient that grows as the angle shrinks

For $l\ge 1$, the Legendre polynomial at $\cos\theta$ begins

$$P_l(\cos\theta)=1-l(l+1)\sin^2(\theta/2)+\cdots .$$

Put $\theta=x/l$ with $x$ fixed. The coefficient grows like $l^2$ and the squared sine shrinks like $x^2/(4l^2)$, so the second term tends to $-x^2/4$. This is the second term of the Bessel series

$$J_0(x)=\sum_{k\ge0}\frac{(-1)^k(x/2)^{2k}}{(k!)^2}.$$

Every later term behaves in the same way, and a bound independent of $l$ lets the limit pass through the sum.

## From partial waves to impact parameters

For elastic scattering of a spinless particle with wave number $p$ by a short-range central potential, the amplitude is

$$f(\theta)=\frac{1}{2ip}\sum_l(2l+1)(S_l-1)P_l(\cos\theta),$$

where $S_l$ is the partial-wave S-matrix element. At small angles and large $l$, the impact-parameter approximation replaces $P_l(\cos\theta)$ by $J_0(l\theta)$ and the sum over $l$ by an integral over the impact parameter $b\approx l/p$. The limit below supports the first replacement at fixed $l\theta$; the second needs control over the whole sum.

In floating-point code, the alternating sum for $P_l(\cos\theta)$ loses digits at small $\theta$ when $x=l\theta$ is large, because its largest terms far exceed the result. The recurrence $(l+1)P_{l+1}(z)=(2l+1)zP_l(z)-lP_{l-1}(z)$ avoids that sum.

## What converges, and in what sense

Define

$$c_{l,k}=\binom lk\binom{l+k}k,\qquad P_l(z)=\sum_{k=0}^l c_{l,k}w^k,\qquad w=\frac{z-1}{2}.$$

In Lean these are `legendreCoeff l k` and the real polynomial `legendreP l`; `legendreW l` is the same polynomial in the variable $w$. The function `besselJ0` is defined by the series above.

The theorem `legendreP_cos_tendsto_besselJ0` takes any real angles $\theta_l$ with $l\theta_l\to x$ and concludes that $P_l(\cos\theta_l)\to J_0(x)$. Using $\theta_l=x/(l+\tfrac12)$ therefore gives the same limit as $x/l$. The theorem `legendre_sum_tendsto_besselJ0` is the case $\theta_l=x/l$, with the finite sum written out. Lean reads $x/0$ as $0$ at $l=0$, which has no effect on the limit.

`Tendsto … atTop (𝓝 …)` is ordinary convergence as $l\to\infty$. The statements give no error estimate, and they do not treat a fixed nonzero angle or the associated functions $P_l^m$.

## The recursion identifies the polynomial

The binomial identities

$$(k+1)\binom l{k+1}=(l-k)\binom lk,\qquad (k+1)\binom{l+k+1}{k+1}=(l+k+1)\binom{l+k}k$$

multiply to

$$(k+1)^2c_{l,k+1}=\bigl(l(l+1)-k(k+1)\bigr)c_{l,k}.$$

Since $1-z^2=-4w(w+1)$ and $d/dz=\tfrac12\,d/dw$, Legendre's equation becomes

$$\frac{d}{dw}\left[w(w+1)\frac{dP_l}{dw}\right]=l(l+1)P_l.$$

The coefficient of $w^n$ on the left is $(n+1)\bigl[n\,c_{l,n}+(n+1)c_{l,n+1}\bigr]$, which equals $l(l+1)c_{l,n}$ by the recursion. At $z=1$ we have $w=0$, so $P_l(1)=c_{l,0}=1$. These two properties determine the polynomial: for any polynomial solution, the same comparison of coefficients fixes each coefficient from the one before it, starting from the value at $w=0$.

## The limit, term by term and then in the sum

The half-angle formula gives $w_l=(\cos\theta_l-1)/2=-\sin^2(\theta_l/2)$. Since $l\theta_l\to x$, also $\theta_l\to0$, and

$$l\sin\frac{\theta_l}{2}=\frac{l\theta_l}{2}\,\frac{\sin(\theta_l/2)}{\theta_l/2}\to\frac x2,$$

with the last ratio read as $1$ when $\theta_l=0$. Hence $l^2w_l\to a$ with $a=-(x/2)^2$. Dividing by $l$ once and twice gives $lw_l\to0$ and $w_l\to0$, so $l(l+1)w_l\to a$.

Let $t_{l,k}=c_{l,k}w_l^k$. Then $t_{l,0}=1$ and

$$t_{l,k+1}=\frac{l(l+1)w_l-k(k+1)w_l}{(k+1)^2}\,t_{l,k}.$$

By induction on $k$, $t_{l,k}\to a^k/(k!)^2$.

The coefficients are nonnegative, so dropping $-k(k+1)$ from the recursion gives, again by induction,

$$c_{l,k}\le\frac{(l(l+1))^k}{(k!)^2}.$$

For all large $l$ we have $|l(l+1)w_l|\le|a|+1$, and therefore

$$|t_{l,k}|\le\frac{(|a|+1)^k}{(k!)^2}\le\frac{(|a|+1)^k}{k!}.$$

The last expression sums to an exponential. A cutoff in $k$ thus makes the tail small for all large $l$ at once, while the finitely many remaining terms converge. Since $c_{l,k}=0$ for $k>l$, the infinite sum of the $t_{l,k}$ is $P_l(\cos\theta_l)$. Its limit is

$$\sum_{k\ge0}\frac{a^k}{(k!)^2}=J_0(x).$$

## The complete Lean file

```lean
import Mathlib

open Filter Topology Polynomial

namespace LegendreBesselLimit

noncomputable section

/-- The coefficient of `((z - 1) / 2) ^ k` in the Legendre polynomial of degree `l`. -/
def legendreCoeff (l k : ℕ) : ℝ := (l.choose k : ℝ) * ((l + k).choose k : ℝ)

/-- The Legendre polynomial of degree `l`, written in the variable `w = (z - 1) / 2`. -/
def legendreW (l : ℕ) : ℝ[X] := ∑ k ∈ Finset.range (l + 1), C (legendreCoeff l k) * X ^ k

/-- The Legendre polynomial `P_l` in the variable `z`. -/
def legendreP (l : ℕ) : ℝ[X] := (legendreW l).comp (C (1 / 2) * (X - 1))

/-- The Bessel function `J₀`, given by its power series. -/
def besselJ0 (x : ℝ) : ℝ := ∑' k : ℕ, (-1) ^ k * (x / 2) ^ (2 * k) / (k.factorial : ℝ) ^ 2

/-- The recursion that links neighbouring coefficients of the Legendre polynomial. -/
theorem legendreCoeff_succ (l k : ℕ) :
    ((k : ℝ) + 1) ^ 2 * legendreCoeff l (k + 1)
      = ((l : ℝ) * (l + 1) - k * (k + 1)) * legendreCoeff l k := by
  have h1 : (l.choose (k + 1) : ℝ) * (k + 1) = l.choose k * ((l : ℝ) - k) := by
    rcases le_or_gt k l with h | h
    · have := Nat.choose_succ_right_eq l k
      rw [← Nat.cast_sub h]
      exact_mod_cast this
    · rw [Nat.choose_eq_zero_of_lt h, Nat.choose_eq_zero_of_lt (show l < k + 1 by omega)]
      simp
  have h2 : ((l + k + 1).choose (k + 1) : ℝ) * (k + 1) = ((l : ℝ) + k + 1) * (l + k).choose k := by
    have := Nat.add_one_mul_choose_eq (l + k) k
    exact_mod_cast this.symm
  unfold legendreCoeff
  rw [← add_assoc l k 1]
  linear_combination (((l + k + 1).choose (k + 1) : ℝ) * (k + 1)) * h1
    + ((l.choose k : ℝ) * ((l : ℝ) - k)) * h2

/-- Each coefficient is at most `(l (l + 1)) ^ k / (k!) ^ 2`. -/
theorem legendreCoeff_le (l k : ℕ) :
    legendreCoeff l k ≤ ((l : ℝ) * (l + 1)) ^ k / (k.factorial : ℝ) ^ 2 := by
  induction k with
  | zero => simp [legendreCoeff]
  | succ k ih =>
    have hr := legendreCoeff_succ l k
    have hc : 0 ≤ legendreCoeff l k := by unfold legendreCoeff; positivity
    have hk : (0 : ℝ) ≤ (k : ℝ) * (k + 1) := by positivity
    rw [le_div_iff₀ (by positivity)] at ih ⊢
    rw [Nat.factorial_succ]
    push_cast
    calc legendreCoeff l (k + 1) * (((k : ℝ) + 1) * (k.factorial : ℝ)) ^ 2
        = (((k : ℝ) + 1) ^ 2 * legendreCoeff l (k + 1)) * (k.factorial : ℝ) ^ 2 := by ring
      _ = ((l : ℝ) * (l + 1) - k * (k + 1)) * (legendreCoeff l k * (k.factorial : ℝ) ^ 2) := by
          rw [hr]; ring
      _ ≤ ((l : ℝ) * (l + 1)) * (legendreCoeff l k * (k.factorial : ℝ) ^ 2) :=
          mul_le_mul_of_nonneg_right (by linarith) (mul_nonneg hc (by positivity))
      _ ≤ ((l : ℝ) * (l + 1)) * ((l : ℝ) * (l + 1)) ^ k :=
          mul_le_mul_of_nonneg_left ih (by positivity)
      _ = ((l : ℝ) * (l + 1)) ^ (k + 1) := (pow_succ' _ _).symm

/-- The coefficients of the polynomial in `w` are the numbers `legendreCoeff l n`, for every `n`. -/
theorem coeff_legendreW (l n : ℕ) : (legendreW l).coeff n = legendreCoeff l n := by
  unfold legendreW
  rw [finsetSum_coeff]
  simp only [coeff_C_mul_X_pow]
  rw [Finset.sum_ite_eq]
  split_ifs with h
  · rfl
  · have h' : l < n := by
      rw [Finset.mem_range] at h
      omega
    simp [legendreCoeff, Nat.choose_eq_zero_of_lt h']

/-- The value of `P_l` at `z` as a finite sum in powers of `(z - 1) / 2`. -/
theorem legendreP_eval (l : ℕ) (z : ℝ) :
    (legendreP l).eval z
      = ∑ k ∈ Finset.range (l + 1), legendreCoeff l k * ((z - 1) / 2) ^ k := by
  unfold legendreP legendreW
  rw [eval_comp, eval_finsetSum]
  refine Finset.sum_congr rfl fun k _ => ?_
  simp only [eval_mul, eval_C, eval_pow, eval_X, eval_sub, eval_one]
  rw [show (1 / 2 : ℝ) * (z - 1) = (z - 1) / 2 by ring]

/-- `P_l` solves Legendre's equation `((1 - z²) P')' + l (l + 1) P = 0` and equals one at
`z = 1`. -/
theorem legendreP_equation (l : ℕ) :
    derivative ((1 - X ^ 2) * derivative (legendreP l))
        + C ((l : ℝ) * (l + 1)) * legendreP l = 0
      ∧ (legendreP l).eval 1 = 1 := by
  constructor
  · -- the equation in the variable `w`, coefficient by coefficient
    have hode : derivative (X * ((X + 1) * derivative (legendreW l)))
        = C ((l : ℝ) * (l + 1)) * legendreW l := by
      ext n
      have hx : (X * derivative (legendreW l)).coeff n = n * legendreCoeff l n := by
        cases n with
        | zero => simp
        | succ m =>
          rw [coeff_X_mul, coeff_derivative, coeff_legendreW]
          push_cast
          ring
      rw [coeff_derivative, coeff_X_mul, add_mul, one_mul, coeff_add, hx, coeff_derivative,
        coeff_C_mul, coeff_legendreW, coeff_legendreW]
      linear_combination legendreCoeff_succ l n
    -- change of variable from `w` to `z`
    have hu : derivative (C (1 / 2 : ℝ) * (X - 1)) = C (1 / 2 : ℝ) := by simp
    have hC : (C (1 / 2 : ℝ) : ℝ[X]) * 2 = 1 := by
      rw [← map_ofNat (C : ℝ →+* ℝ[X]) 2, ← C_mul]
      norm_num
    have hm : (C (-2 : ℝ) : ℝ[X]) = -2 := by
      rw [C_neg]
      exact congrArg Neg.neg (map_ofNat (C : ℝ →+* ℝ[X]) 2)
    have h1 : (1 - X ^ 2) * derivative (legendreP l)
        = C (-2 : ℝ) * (X * ((X + 1) * derivative (legendreW l))).comp
            (C (1 / 2) * (X - 1)) := by
      unfold legendreP
      rw [derivative_comp, hu, hm]
      simp only [mul_comp, add_comp, X_comp, one_comp]
      linear_combination (C (1 / 2 : ℝ) * (derivative (legendreW l)).comp
        (C (1 / 2) * (X - 1)) * (X - 1) ^ 2) * hC
    rw [h1, derivative_C_mul, derivative_comp, hode, hu, mul_comp, C_comp, hm]
    unfold legendreP
    linear_combination (-(C ((l : ℝ) * (l + 1))) * (legendreW l).comp
      (C (1 / 2) * (X - 1))) * hC
  · rw [legendreP_eval, Finset.sum_range_succ']
    simp [legendreCoeff]

/-- `P_l(cos θ)` as a finite sum in even powers of `sin (θ / 2)`. -/
theorem legendreP_cos (l : ℕ) (θ : ℝ) :
    (legendreP l).eval (Real.cos θ) = ∑ k ∈ Finset.range (l + 1),
      (l.choose k : ℝ) * ((l + k).choose k : ℝ) * (-1) ^ k * Real.sin (θ / 2) ^ (2 * k) := by
  have h := Real.cos_two_mul (θ / 2)
  rw [show 2 * (θ / 2) = θ by ring] at h
  have hz : (Real.cos θ - 1) / 2 = -(Real.sin (θ / 2) ^ 2) := by
    linarith [Real.sin_sq_add_cos_sq (θ / 2)]
  rw [legendreP_eval, hz]
  refine Finset.sum_congr rfl fun k _ => ?_
  rw [neg_pow, ← pow_mul, legendreCoeff, mul_assoc _ ((-1 : ℝ) ^ k)]

/-- The series with terms `a ^ k / (k!) ^ 2` converges for every real `a`. -/
theorem summable_bessel (a : ℝ) : Summable fun k : ℕ => a ^ k / (k.factorial : ℝ) ^ 2 := by
  refine Summable.of_norm_bounded (Real.summable_pow_div_factorial |a|) fun k => ?_
  have h1 : (1 : ℝ) ≤ k.factorial := by exact_mod_cast Nat.factorial_pos k
  rw [Real.norm_eq_abs, abs_div, abs_pow,
    abs_of_pos (show (0 : ℝ) < (k.factorial : ℝ) ^ 2 by positivity)]
  exact div_le_div_of_nonneg_left (by positivity) (by positivity) (by nlinarith)

/-- If `l² (z_l - 1) / 2` tends to `a`, then `P_l(z_l)` tends to the sum of
`a ^ k / (k!) ^ 2`. -/
theorem legendreP_tendsto {z : ℕ → ℝ} {a : ℝ}
    (hz : Tendsto (fun l : ℕ => (l : ℝ) ^ 2 * ((z l - 1) / 2)) atTop (𝓝 a)) :
    Tendsto (fun l => (legendreP l).eval (z l)) atTop
      (𝓝 (∑' k : ℕ, a ^ k / (k.factorial : ℝ) ^ 2)) := by
  obtain ⟨w, hwz⟩ : ∃ w : ℕ → ℝ, ∀ l, w l = (z l - 1) / 2 := ⟨_, fun _ => rfl⟩
  simp only [legendreP_eval, ← hwz] at hz ⊢
  have hinv : Tendsto (fun l : ℕ => (1 : ℝ) / l) atTop (𝓝 0) :=
    tendsto_one_div_atTop_nhds_zero_nat
  have hlw : Tendsto (fun l : ℕ => (l : ℝ) * w l) atTop (𝓝 0) := by
    have h := hz.mul hinv
    rw [mul_zero] at h
    refine h.congr fun l => ?_
    rcases eq_or_ne (l : ℝ) 0 with h0 | h0
    · simp [h0]
    · field_simp
  have hw0 : Tendsto w atTop (𝓝 0) := by
    have h := hlw.mul hinv
    rw [mul_zero] at h
    refine h.congr' ?_
    filter_upwards [eventually_ne_atTop 0] with l hl
    have h0 : (l : ℝ) ≠ 0 := Nat.cast_ne_zero.mpr hl
    field_simp
  have hL : Tendsto (fun l : ℕ => (l : ℝ) * (l + 1) * w l) atTop (𝓝 a) := by
    have h := hz.add hlw
    rw [add_zero] at h
    exact h.congr fun l => by ring
  -- each term converges, by the recursion for the coefficients
  have hterm : ∀ k : ℕ, Tendsto (fun l => legendreCoeff l k * w l ^ k) atTop
      (𝓝 (a ^ k / (k.factorial : ℝ) ^ 2)) := by
    intro k
    induction k with
    | zero => simp [legendreCoeff]
    | succ k ih =>
      have h := ((hL.sub (hw0.const_mul ((k : ℝ) * (k + 1)))).mul ih).div_const (((k : ℝ) + 1) ^ 2)
      rw [mul_zero, sub_zero] at h
      have e : a ^ (k + 1) / ((k + 1).factorial : ℝ) ^ 2
          = a * (a ^ k / (k.factorial : ℝ) ^ 2) / ((k : ℝ) + 1) ^ 2 := by
        rw [Nat.factorial_succ]
        push_cast
        rw [mul_pow, pow_succ' a k, ← mul_div_assoc, div_div, mul_comm (((k : ℝ) + 1) ^ 2)]
      rw [e]
      refine h.congr fun l => ?_
      rw [div_eq_iff (by positivity)]
      linear_combination (-(w l ^ (k + 1))) * legendreCoeff_succ l k
  have hb : ∀ᶠ l : ℕ in atTop, |(l : ℝ) * (l + 1) * w l| < |a| + 1 :=
    hL.abs.eventually_lt_const (lt_add_one |a|)
  -- a summable majorant independent of `l` allows the limit inside the sum
  have key := tendsto_tsum_of_dominated_convergence
    (f := fun (l k : ℕ) => legendreCoeff l k * w l ^ k) (summable_bessel (|a| + 1)) hterm (by
      filter_upwards [hb] with l hl k
      have hl' := hl.le
      have hc : 0 ≤ legendreCoeff l k := by unfold legendreCoeff; positivity
      rw [norm_mul, norm_pow, Real.norm_eq_abs, Real.norm_eq_abs, abs_of_nonneg hc]
      calc legendreCoeff l k * |w l| ^ k
          ≤ ((l : ℝ) * (l + 1)) ^ k / (k.factorial : ℝ) ^ 2 * |w l| ^ k :=
            mul_le_mul_of_nonneg_right (legendreCoeff_le l k) (by positivity)
        _ = |(l : ℝ) * (l + 1) * w l| ^ k / (k.factorial : ℝ) ^ 2 := by
            rw [abs_mul, abs_of_nonneg (show (0 : ℝ) ≤ (l : ℝ) * (l + 1) by positivity),
              mul_pow ((l : ℝ) * (l + 1)) |w l| k, div_mul_eq_mul_div]
        _ ≤ (|a| + 1) ^ k / (k.factorial : ℝ) ^ 2 := by gcongr)
  refine key.congr fun l => tsum_eq_sum fun k hk => ?_
  have h' : l < k := by
    rw [Finset.mem_range] at hk
    omega
  simp [legendreCoeff, Nat.choose_eq_zero_of_lt h']

/-- If the angles `θ_l` satisfy `l θ_l → x`, then `P_l(cos θ_l)` tends to `J₀(x)`. -/
theorem legendreP_cos_tendsto_besselJ0 {θ : ℕ → ℝ} {x : ℝ}
    (hθ : Tendsto (fun l : ℕ => (l : ℝ) * θ l) atTop (𝓝 x)) :
    Tendsto (fun l => (legendreP l).eval (Real.cos (θ l))) atTop (𝓝 (besselJ0 x)) := by
  have h0 : Tendsto θ atTop (𝓝 0) := by
    have h := hθ.mul (tendsto_one_div_atTop_nhds_zero_nat (𝕜 := ℝ))
    rw [mul_zero] at h
    refine h.congr' ?_
    filter_upwards [eventually_ne_atTop 0] with l hl
    have hl0 : (l : ℝ) ≠ 0 := Nat.cast_ne_zero.mpr hl
    field_simp
  have hsinc : Tendsto (fun l => Real.sinc (θ l / 2)) atTop (𝓝 1) := by
    have h := (Real.continuous_sinc.tendsto (0 / 2)).comp (h0.div_const 2)
    simpa [Function.comp_def] using h
  -- small angles: `l sin (θ_l / 2)` tends to `x / 2`
  have hsin : Tendsto (fun l : ℕ => (l : ℝ) * Real.sin (θ l / 2)) atTop (𝓝 (x / 2)) := by
    have h := (hθ.div_const 2).mul hsinc
    rw [mul_one] at h
    refine h.congr fun l => ?_
    rcases eq_or_ne (θ l) 0 with h1 | h1
    · simp [h1]
    · rw [Real.sinc_of_ne_zero (div_ne_zero h1 two_ne_zero)]
      field_simp
  have hJ : besselJ0 x = ∑' k : ℕ, (-(x / 2) ^ 2) ^ k / (k.factorial : ℝ) ^ 2 := by
    unfold besselJ0
    refine tsum_congr fun k => ?_
    rw [neg_pow ((x / 2) ^ 2) k, ← pow_mul]
  rw [hJ]
  refine legendreP_tendsto ((hsin.pow 2).neg.congr fun l => ?_)
  have h := Real.cos_two_mul (θ l / 2)
  rw [show 2 * (θ l / 2) = θ l by ring] at h
  rw [h]
  linear_combination (-(l : ℝ) ^ 2) * Real.sin_sq_add_cos_sq (θ l / 2)

/-- For every real `x`, the sums over `k ≤ l` of `(l choose k) (l + k choose k) (-1) ^ k sin (x / (2
l)) ^ (2 k)` tend to `J₀(x)` as `l → ∞`. -/
theorem legendre_sum_tendsto_besselJ0 (x : ℝ) :
    Tendsto (fun l : ℕ => ∑ k ∈ Finset.range (l + 1),
      (l.choose k : ℝ) * ((l + k).choose k : ℝ) * (-1) ^ k
        * Real.sin (x / (2 * (l : ℝ))) ^ (2 * k)) atTop (𝓝 (besselJ0 x)) := by
  have hθ : Tendsto (fun l : ℕ => (l : ℝ) * (x / l)) atTop (𝓝 x) := by
    refine tendsto_const_nhds.congr' ?_
    filter_upwards [eventually_ne_atTop 0] with l hl
    have hl0 : (l : ℝ) ≠ 0 := Nat.cast_ne_zero.mpr hl
    field_simp
  refine (legendreP_cos_tendsto_besselJ0 hθ).congr fun l => ?_
  rw [legendreP_cos, show x / (l : ℝ) / 2 = x / (2 * (l : ℝ)) by ring]

end

end LegendreBesselLimit
```

```lean
#print axioms LegendreBesselLimit.legendreP_equation
#print axioms LegendreBesselLimit.legendreP_cos_tendsto_besselJ0
#print axioms LegendreBesselLimit.legendre_sum_tendsto_besselJ0
```

```
'LegendreBesselLimit.legendreP_equation' depends on axioms: [propext, Classical.choice, Quot.sound]
'LegendreBesselLimit.legendreP_cos_tendsto_besselJ0' depends on axioms: [propext, Classical.choice, Quot.sound]
'LegendreBesselLimit.legendre_sum_tendsto_besselJ0' depends on axioms: [propext, Classical.choice, Quot.sound]
```

## How the Lean proof follows the calculation

`legendreCoeff_succ` proves the two binomial identities and multiplies them with `linear_combination`. In the first identity it treats $k>l$ separately, where both sides of that identity vanish. `legendreCoeff_le` is the induction for the bound, with the estimate written as a `calc` chain.

`coeff_legendreW` reads off the polynomial's coefficients. In `legendreP_equation`, `ext n` compares coefficients of $w^n$, and `derivative_comp` supplies the chain rule for the return to $z$. `legendreP_eval` and `legendreP_cos` give the finite sums in $w$ and in the half-angle sine.

`summable_bessel` proves convergence of the limiting series, and of the majorant, by comparison with the exponential series. `legendreP_tendsto` contains the main argument for any real sequence $z_l$ with $l^2(z_l-1)/2\to a$: `hterm` is the induction on single terms, `hb` bounds $l(l+1)w_l$ for large $l$, and `tendsto_tsum_of_dominated_convergence` exchanges limit and sum. Its last lines use `tsum_eq_sum` to return to the finite sum.

`legendreP_cos_tendsto_besselJ0` obtains the small-angle limit from the continuity of `Real.sinc`, whose value at zero is $1$, and then applies `legendreP_tendsto` with $a=-(x/2)^2$. The final theorem checks that $l\cdot(x/l)\to x$ and rewrites the polynomial value with `legendreP_cos`.
